# The Sum of Peierls Phases around a Closed Ring in a Uniform Field Is Independent of the Gauge Origin

In a uniform magnetic field $B$, with charge and $\hbar$ set to one, the Peierls phase of the straight bond from $P$ to $Q$ is $\varphi_O(P\to Q)=\tfrac12\,B\cdot\big((P-O)\times(Q-O)\big)$, where the vector potential is taken in the symmetric gauge, $A_O(r)=\tfrac12\,B\times(r-O)$, which vanishes at the gauge origin $O$. Since the field does not determine $O$, a physical prediction must not depend on it, and the question is which quantities built from these phases meet that demand.

```lean
import Mathlib

open Matrix

namespace PeierlsGaugeOrigin

noncomputable section

/-- Vectors of three-dimensional space. -/
abbrev Vec := Fin 3 → ℝ

/-- The vector potential `B × (r - O) / 2` of a uniform field `B` with gauge origin `O`. -/
def vectorPotential (B O r : Vec) : Vec := (1 / 2 : ℝ) • (B ⨯₃ (r - O))

/-- The Peierls phase of the bond from `P` to `Q` in a uniform field `B` with gauge
origin `O`, in units where charge and `ħ` are one. -/
def peierlsPhase (B O P Q : Vec) : ℝ := B ⬝ᵥ ((P - O) ⨯₃ (Q - O)) / 2

/-- The gauge function that belongs to a move of the gauge origin from `O` to `O'`. -/
def gaugeFunction (B O O' r : Vec) : ℝ := B ⬝ᵥ ((O - O') ⨯₃ r) / 2

/-- The sum of the Peierls phases around the closed ring of points `R k`. -/
def loopPhase {n : ℕ} [NeZero n] (B O : Vec) (R : ZMod n → Vec) : ℝ :=
  ∑ k, peierlsPhase B O (R k) (R (k + 1))

/-- The Peierls phase is the line integral of the vector potential along the straight
bond from `P` to `Q`. -/
theorem integral_vectorPotential (B O P Q : Vec) :
    ∫ t in (0 : ℝ)..1, vectorPotential B O (P + t • (Q - P)) ⬝ᵥ (Q - P)
      = peierlsPhase B O P Q := by
  -- the component of the potential along the bond is constant
  have h : ∀ t : ℝ, vectorPotential B O (P + t • (Q - P)) ⬝ᵥ (Q - P)
      = peierlsPhase B O P Q := by
    intro t
    simp [vectorPotential, peierlsPhase, cross_apply, dotProduct, Fin.sum_univ_three]
    ring
  simp only [h, intervalIntegral.integral_const, sub_zero, one_smul]

/-- Moving the gauge origin changes a bond phase by the difference of the gauge function
between the two ends of the bond. -/
theorem peierlsPhase_shift (B O O' P Q : Vec) :
    peierlsPhase B O' P Q - peierlsPhase B O P Q
      = gaugeFunction B O O' Q - gaugeFunction B O O' P := by
  simp [peierlsPhase, gaugeFunction, cross_apply, dotProduct, Fin.sum_univ_three]
  ring

/-- The sum of the Peierls phases around a closed ring of points does not depend on the
gauge origin. -/
theorem loopPhase_gauge_origin_independent {n : ℕ} [NeZero n] (B O O' : Vec)
    (R : ZMod n → Vec) : loopPhase B O' R = loopPhase B O R := by
  -- relabelling the sites by one step leaves the sum over the ring unchanged
  have hs : ∑ k, gaugeFunction B O O' (R (k + 1)) = ∑ k, gaugeFunction B O O' (R k) :=
    Equiv.sum_comp (Equiv.addRight (1 : ZMod n)) (fun k => gaugeFunction B O O' (R k))
  rw [← sub_eq_zero]
  unfold loopPhase
  rw [← Finset.sum_sub_distrib]
  simp only [peierlsPhase_shift]
  rw [Finset.sum_sub_distrib, hs, sub_self]

/-- The three bond phases around a triangle add up to the flux of the uniform field, the
scalar product of `B` with the area vector of the triangle. -/
theorem triangle_phase_eq_flux (B O P Q S : Vec) :
    peierlsPhase B O P Q + peierlsPhase B O Q S + peierlsPhase B O S P
      = B ⬝ᵥ ((1 / 2 : ℝ) • ((Q - P) ⨯₃ (S - P))) := by
  simp [peierlsPhase, cross_apply, dotProduct, Fin.sum_univ_three]
  ring

/-- The phase of a single bond is independent of the gauge origin if and only if the cross
product of the field with the bond vector vanishes. -/
theorem bond_independent_iff (B P Q : Vec) :
    (∀ O O' : Vec, peierlsPhase B O P Q = peierlsPhase B O' P Q)
      ↔ B ⨯₃ (Q - P) = 0 := by
  have key : ∀ O O' : Vec, peierlsPhase B O' P Q - peierlsPhase B O P Q
      = -((O - O') ⬝ᵥ (B ⨯₃ (Q - P))) / 2 := by
    intro O O'
    simp [peierlsPhase, cross_apply, dotProduct, Fin.sum_univ_three]
    ring
  constructor
  · intro h
    -- displace the origin along the cross product itself
    have h1 := key (B ⨯₃ (Q - P)) 0
    have h2 := h (B ⨯₃ (Q - P)) 0
    rw [sub_zero] at h1
    exact dotProduct_self_eq_zero.mp (by linarith)
  · intro h O O'
    have h1 := key O O'
    rw [h, dotProduct_zero] at h1
    linarith

/-- For a unit field along `z` and the bond from the zero vector to the unit vector along
`x`, the phase is `0` with gauge origin at zero and `1/2` with gauge origin at the unit
vector along `y`. -/
theorem single_bond_example :
    peierlsPhase ![0, 0, 1] ![0, 0, 0] ![0, 0, 0] ![1, 0, 0] = 0 ∧
      peierlsPhase ![0, 0, 1] ![0, 1, 0] ![0, 0, 0] ![1, 0, 0] = 1 / 2 := by
  constructor <;>
    simp [peierlsPhase, cross_apply, dotProduct, Fin.sum_univ_three]

variable {ι : Type*} [DecidableEq ι]

/-- The tight-binding Hamiltonian on sites `R j`: the field-free matrix element `t j k` is
multiplied by the Peierls phase factor of the bond from site `k` to site `j`. -/
def hamiltonian (t : Matrix ι ι ℂ) (R : ι → Vec) (B O : Vec) : Matrix ι ι ℂ :=
  Matrix.of fun j k => t j k * Complex.exp (Complex.I * (peierlsPhase B O (R k) (R j) : ℂ))

/-- The diagonal matrix of site phase factors for a move of the gauge origin from `O`
to `O'`. -/
def gaugeMatrix (R : ι → Vec) (B O O' : Vec) : Matrix ι ι ℂ :=
  Matrix.diagonal fun j => Complex.exp (Complex.I * (gaugeFunction B O O' (R j) : ℂ))

/-- The adjoint of the gauge matrix carries the opposite site phases. -/
theorem gaugeMatrix_conjTranspose (R : ι → Vec) (B O O' : Vec) :
    (gaugeMatrix R B O O')ᴴ = Matrix.diagonal fun j =>
      Complex.exp (-(Complex.I * (gaugeFunction B O O' (R j) : ℂ))) := by
  rw [gaugeMatrix, Matrix.diagonal_conjTranspose]
  congr 1
  funext j
  rw [Pi.star_apply, Complex.star_def, ← Complex.exp_conj]
  simp

variable [Fintype ι]

/-- Moving the gauge origin transforms the tight-binding Hamiltonian by a diagonal unitary
matrix. -/
theorem hamiltonian_gauge_transform (t : Matrix ι ι ℂ) (R : ι → Vec) (B O O' : Vec) :
    gaugeMatrix R B O O' * (gaugeMatrix R B O O')ᴴ = 1 ∧
      hamiltonian t R B O'
        = gaugeMatrix R B O O' * hamiltonian t R B O * (gaugeMatrix R B O O')ᴴ := by
  rw [gaugeMatrix_conjTranspose, gaugeMatrix]
  constructor
  · rw [Matrix.diagonal_mul_diagonal]
    simp only [← Complex.exp_add, add_neg_cancel, Complex.exp_zero, Matrix.diagonal_one]
  · ext j k
    rw [Matrix.mul_diagonal, Matrix.diagonal_mul]
    simp only [hamiltonian, Matrix.of_apply]
    -- the bond phase changes by the difference of the two site phases
    have h : peierlsPhase B O' (R k) (R j) = gaugeFunction B O O' (R j)
        + peierlsPhase B O (R k) (R j) + -gaugeFunction B O O' (R k) := by
      linarith [peierlsPhase_shift B O O' (R k) (R j)]
    rw [h]
    push_cast
    rw [mul_add, mul_add, mul_neg, Complex.exp_add, Complex.exp_add]
    ring

/-- The characteristic polynomial of the tight-binding Hamiltonian does not depend on the
gauge origin. -/
theorem charpoly_gauge_origin_independent (t : Matrix ι ι ℂ) (R : ι → Vec)
    (B O O' : Vec) :
    (hamiltonian t R B O').charpoly = (hamiltonian t R B O).charpoly := by
  obtain ⟨hU, hH⟩ := hamiltonian_gauge_transform t R B O O'
  rw [hH, Matrix.charpoly_mul_comm, ← mul_assoc, mul_eq_one_comm.mp hU, one_mul]

end

end PeierlsGaugeOrigin
```

```lean
#print axioms PeierlsGaugeOrigin.loopPhase_gauge_origin_independent
#print axioms PeierlsGaugeOrigin.bond_independent_iff
#print axioms PeierlsGaugeOrigin.single_bond_example
#print axioms PeierlsGaugeOrigin.charpoly_gauge_origin_independent
```

```
'PeierlsGaugeOrigin.loopPhase_gauge_origin_independent' depends on axioms: [propext, Classical.choice, Quot.sound]
'PeierlsGaugeOrigin.bond_independent_iff' depends on axioms: [propext, Classical.choice, Quot.sound]
'PeierlsGaugeOrigin.single_bond_example' depends on axioms: [propext, Classical.choice, Quot.sound]
'PeierlsGaugeOrigin.charpoly_gauge_origin_independent' depends on axioms: [propext, Classical.choice, Quot.sound]
```

## Phases, rings and hopping matrices as Lean objects

Points, origins and fields all have the type `Vec`, a triple of real numbers. The symbol `⬝ᵥ` is the scalar product and `⨯₃` the vector product. The definitions `vectorPotential` and `peierlsPhase` are the two formulas above. In SI units the phase carries a factor $q/\hbar$, with $q$ the charge of the particle, so the `B` of the code stands for $qB/\hbar$. For electrons this reverses the sign.

A closed ring is a function `R : ZMod n → Vec`. The index $k$ is an integer modulo $n$, so the point after $R_{n-1}$ is $R_0$ and no separate closing term is needed. The instance `NeZero n` says $n\ge 1$. The points need not lie in a plane, and they may coincide. The quantity `loopPhase B O R` is

$$\Phi_O=\sum_{k}\varphi_O(R_k\to R_{k+1}).$$

The main theorem, `loopPhase_gauge_origin_independent`, says that $\Phi_{O'}=\Phi_O$ for every field, every ring and every two origins. This is an equality of real numbers, not only an equality modulo $2\pi$.

For the Hamiltonian, the sites are labelled by a type `ι`, which is finite in the theorems about the spectrum, and site $j$ sits at $R_j$. The matrix element from site $k$ to site $j$ is

$$H_{jk}(O)=t_{jk}\,e^{i\varphi_O(R_k\to R_j)}.$$

The matrix $t$ is an arbitrary complex matrix; it need not be Hermitian and need not describe a ring. It stands for the on-site energies and hopping amplitudes without a field. A diagonal element keeps its field-free value, because the phase from a point to itself is zero.

The step from this model to a real molecule or crystal is the Peierls substitution itself: the assumption that the field changes each matrix element only by the phase of the straight bond. For localised orbitals this is an approximation, and here it enters as the definition of `hamiltonian`.

## The bond phase is a line integral

The phase formula comes from integrating the vector potential along the bond. Parametrise the bond by $r(t)=P+t(Q-P)$ with $0\le t\le1$; this $t$ is a number and has nothing to do with the matrix $t_{jk}$. Then

$$A_O(r(t))\cdot(Q-P)=\tfrac12\big[B\times(P-O)\big]\cdot(Q-P)+\tfrac t2\big[B\times(Q-P)\big]\cdot(Q-P).$$

The last term vanishes, since $B\times(Q-P)$ is perpendicular to $Q-P$. The integrand is therefore constant along the bond. By the cyclic rule for the triple product it equals

$$\tfrac12\,B\cdot\big((P-O)\times(Q-P)\big)=\tfrac12\,B\cdot\big((P-O)\times(Q-O)\big),$$

where the second form uses $Q-P=(Q-O)-(P-O)$ and $(P-O)\times(P-O)=0$. Integrating a constant from 0 to 1 returns the constant, which is $\varphi_O(P\to Q)$.

The proof of `integral_vectorPotential` has the same two stages. The auxiliary statement `h` says that the integrand equals the phase for every $t$; `simp` writes the products in components and `ring` checks the resulting polynomial identity. The integral of a constant then finishes the proof.

## Moving the origin adds a difference of end-point values

Let $O'$ be a second origin and put $d=O-O'$. Then $P-O'=(P-O)+d$, and likewise for $Q$. Expanding the vector product and using $d\times d=0$ gives

$$
\begin{aligned}
(P-O')\times(Q-O')&=(P-O)\times(Q-O)+(P-O)\times d+d\times(Q-O)\\
&=(P-O)\times(Q-O)+d\times Q-d\times P.
\end{aligned}
$$

In the last line the two terms with $d\times O$ have cancelled. With the gauge function $\chi(r)=\tfrac12\,B\cdot(d\times r)$, called `gaugeFunction` in the code, this becomes

$$\varphi_{O'}(P\to Q)-\varphi_O(P\to Q)=\chi(Q)-\chi(P).$$

This is the familiar gauge transformation: the gradient of $\chi$ is $\tfrac12\,B\times d$, which is the difference $A_{O'}-A_O$. The lemma `peierlsPhase_shift` states the relation for the phases and proves it by expansion in components.

Around the ring the end-point values cancel:

$$\Phi_{O'}-\Phi_O=\sum_k\chi(R_{k+1})-\sum_k\chi(R_k)=0.$$

The two sums contain the same terms, because $k\mapsto k+1$ is a permutation of the integers modulo $n$. In Lean this relabelling is the statement `hs`, obtained from `Equiv.sum_comp` with the permutation `Equiv.addRight 1`. The rest of the proof writes the claim as a vanishing difference, merges the two ring sums, replaces each term by means of `peierlsPhase_shift`, and splits the sum again so that `hs` applies.

## Rings of one, two and three points

For $n=1$ the only bond runs from $R_0$ to itself, and its phase is zero because the vector product of a vector with itself vanishes. For $n=2$ the ring goes from $R_0$ to $R_1$ and back. The two phases are opposite, so the sum is again zero. Both rings enclose no area.

The first ring that can carry a nonzero sum is a triangle $P\to Q\to S\to P$. Since the sum does not depend on the origin, it may be evaluated with $O=P$. The two bonds that touch $P$ then have phase zero, and the remaining bond gives

$$\varphi_P(Q\to S)=B\cdot\tfrac12\,(Q-P)\times(S-P).$$

The vector $\tfrac12(Q-P)\times(S-P)$ is the area vector of the triangle, oriented by the order of its corners, so the sum is the magnetic flux through the triangle. The theorem `triangle_phase_eq_flux` states this for every origin $O$. Its proof does not choose a special origin but expands both sides in components, where $O$ drops out.

## When a single bond phase is independent of the origin

For one bond the end-point values need not cancel. With $b=Q-P$, the change of phase is

$$\varphi_{O'}(P\to Q)-\varphi_O(P\to Q)=\tfrac12\,B\cdot(d\times b)=-\tfrac12\,d\cdot(B\times b).$$

If $B\times b=0$, the change vanishes for every displacement $d$. Conversely, suppose that the phase is the same for all origins. Choosing the displacement $d=B\times b$ gives $|B\times b|^2=0$, hence $B\times b=0$. The phase is thus independent of the origin exactly when the field is zero, the bond has length zero, or the bond is parallel to the field.

In `bond_independent_iff` the formula for the change is the auxiliary statement `key`. The forward direction uses the origins $O=B\times b$ and $O'=0$, which realise the displacement just chosen, and concludes with the fact that a real vector whose scalar product with itself is zero must be zero.

The theorem `single_bond_example` gives a concrete case. Take $B=(0,0,1)$, $P=(0,0,0)$ and $Q=(1,0,0)$. With the origin at $(0,0,0)$ the first factor of the vector product is zero, and so is the phase. With the origin at $(0,1,0)$ the vector product is

$$(0,-1,0)\times(1,-1,0)=(0,0,1),$$

and the phase is $\tfrac12$. The phase factors $1$ and $e^{i/2}$ differ as well, so the phase of this bond has no definite value until an origin has been fixed.

## The spectrum keeps no trace of the origin

The shift relation, applied to the bond from $R_k$ to $R_j$, turns the matrix elements for $O$ into those for $O'$:

$$H_{jk}(O')=e^{i\chi(R_j)}\,H_{jk}(O)\,e^{-i\chi(R_k)}.$$

Let $U$ be the diagonal matrix with entries $e^{i\chi(R_j)}$, called `gaugeMatrix` in the code. Since $\chi$ is real, the adjoint $U^\dagger$ has the entries $e^{-i\chi(R_j)}$, and $UU^\dagger=1$. The relation between the matrix elements then reads

$$H(O')=U\,H(O)\,U^\dagger.$$

The theorem `hamiltonian_gauge_transform` states both facts, the unitarity of $U$ and the transformation of $H$. The form of the adjoint is supplied by `gaugeMatrix_conjTranspose`. For unitarity the exponents in each diagonal entry add up to zero. For the transformation, `ext j k` reduces the matrix equation to single entries, `peierlsPhase_shift` rewrites the exponent as a sum of three terms, and the exponential of that sum becomes a product.

Similar matrices have the same characteristic polynomial:

$$\det\!\big(x-UH(O)U^\dagger\big)=\det\!\big(U(x-H(O))U^\dagger\big)=\det\!\big(x-H(O)\big).$$

Lean reaches this conclusion in `charpoly_gauge_origin_independent` by a slightly different route. The characteristic polynomial of a product of two square matrices does not change when the factors are exchanged. Moving $U^\dagger$ from the right end to the left end leaves $U^\dagger U H(O)$, which is $H(O)$.

The eigenvalues, counted with their multiplicities, are the roots of this polynomial. In tight-binding and Hückel calculations of electronic structure in a field, the gauge origin can therefore be placed anywhere without changing the one-electron energies, provided that the site orbitals are orthonormal, the model is finite and non-interacting, the field is uniform, and the field enters only through the Peierls phases.
